# The determinant ratio when row k and column k of an invertible matrix are replaced together

Q: Before I believe any formula, tell me what is being replaced and what the symbols mean.

A: Take $N$ electrons of equal spin in a Slater determinant with $A_{ij}=\varphi_j(r_i)$, so rows are electrons and columns are orbitals. Move electron $k$ to $r_k'$ and at the same time exchange orbital $k$ for $\varphi_k'$. We want the factor by which the determinant changes. The new data are

- $u_j=\varphi_j(r_k')$ for $j\neq k$, the new row;
- $v_i=\varphi_k'(r_i)$ for $i\neq k$, the new column;
- $d=\varphi_k'(r_k')$, the entry where they cross.

We set $u_k=v_k=0$, write $B$ for the inverse of the old matrix and $e_k$ for the $k$-th unit vector. The prefactor $1/\sqrt{N!}$ is the same before and after, so it drops out of the ratio.

In Lean the entries lie in any field `K`, for instance the real or complex numbers, and the finite type `n` labels rows and columns alike.

```lean
import Mathlib

open Matrix

namespace RowColumnReplacement

variable {K n : Type*} [Field K] [Fintype n] [DecidableEq n]
```

The new matrix $A'$ is defined entry by entry:

```lean
/-- The matrix `A` with new off-diagonal entries `u` in row `k`, new off-diagonal entries `v`
in column `k`, and new diagonal entry `d` at their crossing. -/
def replaceRowCol (A : Matrix n n K) (k : n) (u v : n → K) (d : K) : Matrix n n K :=
  Matrix.of fun i j =>
    if i = k then (if j = k then d else u j) else (if j = k then v i else A i j)
```

The proposed factor is
$$R=B_{kk}\,(d-u^TBv)+(u^TB)_k\,(Bv)_k .$$

```lean
/-- The number `B_kk (d - uᵀ B v) + (uᵀ B)_k (B v)_k`, computed from a matrix `B` and the
new entries `u`, `v`, `d`. -/
def moveRatio (B : Matrix n n K) (k : n) (u v : n → K) (d : K) : K :=
  B k k * (d - u ⬝ᵥ (B *ᵥ v)) + (u ᵥ* B) k * (B *ᵥ v) k
```

Here `B *ᵥ v` is $Bv$, `u ᵥ* B` is $u^TB$, and `⬝ᵥ` is the dot product without complex conjugation, even for complex orbitals.

Q: Doesn't $u_k=v_k=0$ restrict the moves I may make?

A: No. The crossing entry is $d$, and `replaceRowCol` never reads $u_k$ or $v_k$. They would also cancel in $R$: a nonzero $u_k$ adds $-B_{kk}u_k(Bv)_k$ in the first term and $+u_kB_{kk}(Bv)_k$ in the second, and $v_k$ behaves the same way. The theorems keep the condition as a convention.

Q: I would delete row and column $k$, then border what remains with the new entries. Why not do that?

A: The deleted matrix has determinant $B_{kk}\det A$. If $B_{kk}=0$ it is singular, and the bordering formula that uses its inverse is unavailable. We avoid that intermediate matrix by adding two dyads to $A$. For any vectors $x,p,q,y$, put $x$ and $q$ side by side as the columns of $U$, and $p^T$ and $y^T$ as the rows of $V$. Then
$$A+xp^T+qy^T=A+UV=A(1+BUV),$$
because $AB=1$. Since $\det(1+BUV)=\det(1+VBU)$, only a two by two determinant is left:
$$\frac{\det(A+xp^T+qy^T)}{\det A}=(1+p^TBx)(1+y^TBq)-(p^TBq)(y^TBx).$$

```lean
/-- Adding two dyads `x pᵀ` and `q yᵀ` to a matrix `A` with inverse `B` multiplies its determinant
by that of the two by two identity plus the matrix with rows `(pᵀ B x, pᵀ B q)` and
`(yᵀ B x, yᵀ B q)`. -/
theorem det_add_two_dyads {A B : Matrix n n K} (hAB : A * B = 1) (x p q y : n → K) :
    (A + vecMulVec x p + vecMulVec q y).det =
      A.det * ((1 + p ⬝ᵥ (B *ᵥ x)) * (1 + y ⬝ᵥ (B *ᵥ q))
        - (p ⬝ᵥ (B *ᵥ q)) * (y ⬝ᵥ (B *ᵥ x))) := by
  -- collect the dyads into a product of an n by 2 and a 2 by n matrix
  let U : Matrix n (Fin 2) K := Matrix.of fun i => ![x i, q i]
  let V : Matrix (Fin 2) n K := Matrix.of ![p, y]
  have hUV : U * V = vecMulVec x p + vecMulVec q y := by
    ext i j
    simp [U, V, Matrix.mul_apply, Fin.sum_univ_two, vecMulVec_apply]
  have hfac : A + vecMulVec x p + vecMulVec q y = A * (1 + (B * U) * V) := by
    rw [Matrix.mul_add, Matrix.mul_one, ← Matrix.mul_assoc, ← Matrix.mul_assoc, hAB,
      Matrix.one_mul, hUV, add_assoc]
  have hsmall : V * (B * U) =
      !![p ⬝ᵥ (B *ᵥ x), p ⬝ᵥ (B *ᵥ q); y ⬝ᵥ (B *ᵥ x), y ⬝ᵥ (B *ᵥ q)] := by
    ext a b
    fin_cases a <;> fin_cases b <;>
      simp [U, V, Matrix.mul_apply, dotProduct, mulVec]
  -- exchange the factors, which leaves a determinant of size two
  rw [hfac, det_mul, det_one_add_mul_comm, hsmall]
  congr 1
  simp [det_fin_two]
```

In the proof, `hfac` is the factorisation, `det_one_add_mul_comm` exchanges the factors, and `hsmall` lists the four matrix elements.

Q: A row and a column overlap at the diagonal. How do two dyads get that entry right?

A: Let $a_j=A_{kj}$ be the old row and $c_i=A_{ik}$ the old column. Put $s=d+A_{kk}$ and
$$p=u-a,\qquad q=v-c+s\,e_k,\qquad A'=A+e_kp^T+qe_k^T .$$
Off the diagonal, row $k$ becomes $A_{kj}+u_j-A_{kj}=u_j$, and column $k$ becomes $A_{ik}+v_i-A_{ik}=v_i$. At the crossing, $p_k=-A_{kk}$ and $q_k=-A_{kk}+s=d$, so the sum is $A_{kk}-A_{kk}+d=d$. All other entries stay as they were.

Now use the inverse. From $AB=1$ we get $a^TBw=w_k$ for every $w$, and from $BA=1$ we get $Bc=e_k$. With $g=(u^TB)_k$ and $t=(Bv)_k$, the four matrix elements are
$$\begin{aligned}
p^TBe_k&=g-1,\\
e_k^TBq&=t-1+sB_{kk},\\
p^TBq&=u^TBv-u_k+sg-q_k=u^TBv+sg-d,\\
e_k^TBe_k&=B_{kk}.
\end{aligned}$$
Inserting them gives
$$g(t+sB_{kk})-(u^TBv+sg-d)B_{kk}=gt+B_{kk}(d-u^TBv)=R .$$
The terms with $s$ cancel, and the old diagonal entry goes with them. Nothing was divided by $B_{kk}$.

```lean
/-- Replacing row and column `k` of a matrix `A` with inverse `B` by off-diagonal entries `u`
and `v` (with `u_k = v_k = 0`) and diagonal entry `d` multiplies the determinant by
`B_kk (d - uᵀ B v) + (uᵀ B)_k (B v)_k`. -/
theorem det_replaceRowCol {A B : Matrix n n K} (hAB : A * B = 1) {k : n} {u v : n → K}
    (hu : u k = 0) (hv : v k = 0) (d : K) :
    (replaceRowCol A k u v d).det = A.det * moveRatio B k u v d := by
  have hBA : B * A = 1 := mul_eq_one_comm.mp hAB
  obtain ⟨e, he⟩ : ∃ e : n → K, e = Pi.single k 1 := ⟨_, rfl⟩
  obtain ⟨a, ha⟩ : ∃ a : n → K, a = fun j => A k j := ⟨_, rfl⟩
  obtain ⟨c, hc⟩ : ∃ c : n → K, c = fun i => A i k := ⟨_, rfl⟩
  obtain ⟨q, hq⟩ : ∃ q : n → K, q = v - c + (d + A k k) • e := ⟨_, rfl⟩
  -- the replacement is a sum of two dyads
  have hdec : replaceRowCol A k u v d = A + vecMulVec e (u - a) + vecMulVec q e := by
    ext i j
    by_cases hi : i = k <;> by_cases hj : j = k <;>
      simp [replaceRowCol, vecMulVec_apply, he, ha, hc, hq, hi, hj, hu, hv]
  have hek : e k = 1 := by simp [he]
  have hqk : q k = d := by
    simp only [hq, hc, Pi.add_apply, Pi.sub_apply, Pi.smul_apply, smul_eq_mul, hek, hv]
    ring
  have hdot : ∀ w : n → K, w ⬝ᵥ e = w k := by
    intro w
    simp [he, dotProduct, Pi.single_apply]
  have hBe : (B *ᵥ e) k = B k k := hdot (fun j => B k j)
  have hue : u ⬝ᵥ (B *ᵥ e) = (u ᵥ* B) k := by
    rw [Matrix.dotProduct_mulVec, hdot]
  -- the old row and the old column are undone by the inverse
  have haB : ∀ w : n → K, a ⬝ᵥ (B *ᵥ w) = w k := by
    intro w
    have h : (A *ᵥ (B *ᵥ w)) k = w k := by
      rw [Matrix.mulVec_mulVec, hAB, Matrix.one_mulVec]
    rw [ha]
    exact h
  have hBc : B *ᵥ c = e := by
    ext i
    have h : (B * A) i k = (1 : Matrix n n K) i k := by rw [hBA]
    rw [Matrix.mul_apply, Matrix.one_apply] at h
    rw [hc, he, Pi.single_apply]
    exact h
  have hBq : B *ᵥ q = B *ᵥ v - e + (d + A k k) • (B *ᵥ e) := by
    rw [hq, Matrix.mulVec_add, Matrix.mulVec_sub, Matrix.mulVec_smul, hBc]
  -- the four matrix elements of `B`; the two by two determinant has 1 added on its diagonal
  have h1 : (u - a) ⬝ᵥ (B *ᵥ e) = (u ᵥ* B) k - 1 := by
    rw [sub_dotProduct, haB, hue, hek]
  have h2 : e ⬝ᵥ (B *ᵥ q) = (B *ᵥ v) k - 1 + (d + A k k) * B k k := by
    rw [dotProduct_comm, hdot, hBq]
    simp only [Pi.add_apply, Pi.sub_apply, Pi.smul_apply, smul_eq_mul, hek, hBe]
  have h3 : (u - a) ⬝ᵥ (B *ᵥ q) =
      u ⬝ᵥ (B *ᵥ v) + (d + A k k) * (u ᵥ* B) k - d := by
    rw [sub_dotProduct, haB, hqk, hBq, dotProduct_add, dotProduct_sub, dotProduct_smul,
      hue, hdot, hu, smul_eq_mul, sub_zero]
  have h4 : e ⬝ᵥ (B *ᵥ e) = B k k := by
    rw [dotProduct_comm, hdot, hBe]
  rw [hdec, det_add_two_dyads hAB, h1, h2, h3, h4, moveRatio]
  ring
```

Read in words: if $AB=1$ and $u_k=v_k=0$, then $\det A'=R\det A$ for every $d$. Lean obtains $BA=1$ from `hAB`, since the matrices are square. `hdec` checks the dyad decomposition in the four cases of $i=k$ and $j=k$, `haB` and `hBc` are the two cancellations, `h1` to `h4` are the matrix elements, and the closing `ring` does the last line of algebra.

Q: And if the old determinant is zero?

A: Then there may be no factor at all. Take the one by one matrix $A=(0)$ and $d=1$: the determinant goes from $0$ to $1$, and no multiple of $0$ does that. So the formula can't hold for arbitrary $A$, whatever matrix is put in place of $B$.

Q: Can the ratio at least tell me whether the new configuration sits on a node?

A: Yes. Since $\det A\,\det B=1$, the old determinant is nonzero, so the new one vanishes exactly when $R$ does.

```lean
/-- For `A` with inverse `B` and `u_k = v_k = 0`, the matrix with replaced row and column has
nonzero determinant exactly when the ratio is nonzero. -/
theorem det_replaceRowCol_ne_zero_iff {A B : Matrix n n K} (hAB : A * B = 1) {k : n}
    {u v : n → K} (hu : u k = 0) (hv : v k = 0) (d : K) :
    (replaceRowCol A k u v d).det ≠ 0 ↔ moveRatio B k u v d ≠ 0 := by
  have hA : A.det ≠ 0 := by
    intro h
    have h1 : A.det * B.det = 1 := by rw [← det_mul, hAB, det_one]
    rw [h, zero_mul] at h1
    exact zero_ne_one h1
  rw [det_replaceRowCol hAB hu hv, mul_ne_zero_iff]
  exact ⟨fun h => h.2, fun h => ⟨hA, h⟩⟩
```

Q: Back to $B_{kk}=0$. What is left?

A: Only the product $(u^TB)_k(Bv)_k$. The new diagonal entry has no influence.

```lean
/-- If the inverse `B` of `A` has `B_kk = 0`, and `u_k = v_k = 0`, then replacing row and column `k`
of `A` by off-diagonal entries `u` and `v` and diagonal entry `d` multiplies the determinant by
`(uᵀ B)_k (B v)_k`, whatever `d` is. -/
theorem det_replaceRowCol_of_diag_zero {A B : Matrix n n K} (hAB : A * B = 1) {k : n}
    (hB : B k k = 0) {u v : n → K} (hu : u k = 0) (hv : v k = 0) (d : K) :
    (replaceRowCol A k u v d).det = A.det * ((u ᵥ* B) k * (B *ᵥ v) k) := by
  rw [det_replaceRowCol hAB hu hv, moveRatio, hB, zero_mul, zero_add]
```

Q: That looks like an accident of special coordinates.

A: For antisymmetric matrices it always happens. Suppose $A^T=-A$. Transposing $AB=1$ gives $B^TA^T=1$, that is $B^T(-A)=1$. Hence $B^T=B^TAB=-B$, so $2B_{kk}=0$ and $B_{kk}=0$. An antisymmetric replacement has $v=-u$ and $d=0$, and
$$(Bv)_k=-\sum_jB_{kj}u_j=\sum_ju_jB_{jk}=(u^TB)_k .$$
The factor is therefore the square $\big((u^TB)_k\big)^2$.

```lean
/-- Let `A` be antisymmetric with inverse `B`, over a field where `2 ≠ 0`. Replacing row `k` by
`u` and column `k` by `-u`, with `u_k = 0` and zero diagonal entry, multiplies the determinant
by the square of `(uᵀ B)_k`. -/
theorem det_replaceRowCol_antisymm (h2 : (2 : K) ≠ 0) {A B : Matrix n n K}
    (hA : Aᵀ = -A) (hAB : A * B = 1) {k : n} {u : n → K} (hu : u k = 0) :
    (replaceRowCol A k u (-u) 0).det = A.det * (u ᵥ* B) k ^ 2 := by
  -- the inverse of an antisymmetric matrix is antisymmetric
  have h1 : Bᵀ * -A = 1 := by
    rw [← hA, ← Matrix.transpose_mul, hAB, Matrix.transpose_one]
  have hBT : Bᵀ = -B := by
    calc Bᵀ = Bᵀ * (A * B) := by rw [hAB, Matrix.mul_one]
      _ = -((Bᵀ * -A) * B) := by noncomm_ring
      _ = -B := by rw [h1, Matrix.one_mul]
  have hB : ∀ i j, B j i = -B i j := fun i j => congrFun (congrFun hBT i) j
  -- hence its diagonal vanishes
  have hkk : B k k = 0 := by
    have h : 2 * B k k = 0 := by linear_combination hB k k
    exact (mul_eq_zero.mp h).resolve_left h2
  have hcol : (B *ᵥ (-u)) k = (u ᵥ* B) k := by
    change ∑ j, B k j * (-u) j = ∑ j, u j * B j k
    refine Finset.sum_congr rfl fun j _ => ?_
    rw [hB j k, Pi.neg_apply]
    ring
  have hv : (-u) k = 0 := by rw [Pi.neg_apply, hu, neg_zero]
  rw [det_replaceRowCol_of_diag_zero hAB hkk hu hv, hcol]
  ring
```

The proof follows these lines: `hBT` is $B^T=-B$, `hkk` the vanishing diagonal element, and `hcol` the equality of the two components. The hypothesis `h2`, that $2\neq0$, holds for real and complex numbers. Antisymmetry of $A$ matters: for the two by two identity, with $k$ the first index and $u=(0,1)$, the new matrix $\begin{pmatrix}0&1\\-1&1\end{pmatrix}$ has determinant $1$, whereas the square is $0$.

Q: Where would I meet this in an actual calculation?

A: In variational Monte Carlo for an even number of spin-polarised fermions with a real pairing function $\phi(r_i,r_j)=-\phi(r_j,r_i)$. If the wave function is the Pfaffian of $A_{ij}=\phi(r_i,r_j)$, its square is $\det A$. To try a move of particle $k$, the program

1. evaluates $u_j=\phi(r_k',r_j)$ for $j\neq k$;
2. takes the dot product of $u$ with column $k$ of the stored $B$;
3. squares it, which gives the probability ratio for the Metropolis decision.

That costs of order $N$ operations once the $u_j$ are known. For this purely paired wave function without a Jastrow factor, the square is the whole ratio of the probability densities. If the trial moves are not proposed symmetrically, the acceptance rule contains a further factor. After an accepted move $B$ must be brought up to date, for which the theorem gives no formula.

Q: So what still separates the theorem from my simulation?

A: Rounding, for one. The hypothesis is $AB=1$ exactly, while a stored inverse satisfies it only approximately, and the theorem bounds no resulting error. Also, the Lean code speaks only of determinants: that the squared Pfaffian equals $\det A$ is a standard identity used here without proof.

Q: Show me one case with $B_{kk}=0$ that I can check at a glance.

A: Take $A=\begin{pmatrix}0&1\\1&0\end{pmatrix}$, which is its own inverse, and replace the first row and column, index `0` in Lean. With $u=(0,a)$ and $v=(0,b)$, where $a$ and $b$ are now plain numbers, the new matrix is $\begin{pmatrix}d&a\\b&0\end{pmatrix}$ and $R=ab$. The determinants are $-1$ before and $-ab$ after, as they should be.

```lean
/-- The two by two exchange matrix is its own inverse and has zero diagonal; replacing its first
row and column by off-diagonal entries `a`, `b` and diagonal entry `d` has ratio `a b`. -/
theorem moveRatio_witness (a b d : K) :
    (!![0, 1; 1, 0] : Matrix (Fin 2) (Fin 2) K) * !![0, 1; 1, 0] = 1 ∧
    replaceRowCol (!![0, 1; 1, 0] : Matrix (Fin 2) (Fin 2) K) 0 ![0, a] ![0, b] d
      = !![d, a; b, 0] ∧
    moveRatio (!![0, 1; 1, 0] : Matrix (Fin 2) (Fin 2) K) 0 ![0, a] ![0, b] d = a * b := by
  refine ⟨?_, ?_, ?_⟩
  · ext i j
    fin_cases i <;> fin_cases j <;> simp [Matrix.mul_apply, Fin.sum_univ_two]
  · ext i j
    fin_cases i <;> fin_cases j <;> simp [replaceRowCol]
  · simp [moveRatio, mulVec, vecMul, dotProduct, Fin.sum_univ_two]

end RowColumnReplacement
```

The Lean statement records the inverse, the new matrix and the ratio; its proof computes them entry by entry.

```lean
#print axioms RowColumnReplacement.det_replaceRowCol_ne_zero_iff
#print axioms RowColumnReplacement.det_replaceRowCol_antisymm
```

```
'RowColumnReplacement.det_replaceRowCol_ne_zero_iff' depends on axioms: [propext, Classical.choice, Quot.sound]
'RowColumnReplacement.det_replaceRowCol_antisymm' depends on axioms: [propext, Classical.choice, Quot.sound]
```
